# A parallel orthonormal frame whose span returns can be closed with a constant connection

A group of bands followed along a path is modelled here as a complex matrix A(t) with as many columns as there are bands, differentiated entry by entry on 0 ≤ t ≤ 1, with one-sided derivatives at the ends. The rows (index type `m`) label a finite orthonormal basis and the columns (index type `n`) are states that span the band space; they need not be energy eigenstates.

The frame is parallel when A†A′ = 0: no column's derivative has a component inside the band space. The subspace returns at t = 1, but the frame may come back mixed by a matrix W, the holonomy. The problem is to remove this mismatch by a gauge change, that is, by a t-dependent unitary acting on the columns from the right. For an isolated group of bands in one dimension, with a Bloch Hamiltonian that is a smooth periodic matrix function of k, this step turns a parallel-transported frame into a periodic one, from which well-localized Wannier functions can be built.

```lean
import Mathlib

open scoped Matrix
open Complex (I)

namespace ParallelFrameClosing

noncomputable section

variable {l m n : Type*} [Fintype l] [Fintype m] [Fintype n] [DecidableEq n]
```

In Lean the derivative is a second function `A'`, tied to `A` by this predicate:

```lean
/-- `A'` is the entrywise derivative of the matrix path `A` on `[0, 1]`, one-sided at the ends. -/
def HasPathDeriv {m n : Type*} (A A' : ℝ → Matrix m n ℂ) : Prop :=
  ∀ t ∈ Set.Icc (0 : ℝ) 1, ∀ i j,
    HasDerivWithinAt (fun s => A s i j) (A' t i j) (Set.Icc 0 1) t
```

The gauge factor is U(t) = exp(−itL), with L an n × n matrix still to be chosen. In the code `I • L` is iL and `ᴴ` is †.

```lean
/-- The gauge factor `exp(-itL)`. -/
def phase (L : Matrix n n ℂ) (t : ℝ) : Matrix n n ℂ :=
  NormedSpace.exp (t • (-(I • L)))
```

The new frame is B(t) = A(t)U(t).

```lean
/-- The twisted frame `B(t) = A(t) exp(-itL)`. -/
def twist (A : ℝ → Matrix m n ℂ) (L : Matrix n n ℂ) (t : ℝ) : Matrix m n ℂ :=
  A t * phase L t
```

## (a) The product rule for matrix paths

Let A and B be any two differentiable matrix paths whose product is defined. Show that

(AB)′ = A′B + AB′.

**Solution.** Each entry is a finite sum of products of scalar functions, (AB)ᵢⱼ = Σₖ AᵢₖBₖⱼ. The scalar product rule gives

(AB)ᵢⱼ′ = Σₖ (Aᵢₖ′Bₖⱼ + AᵢₖBₖⱼ′),

which is the (i, j) entry of the right-hand side. The Lean proof unfolds the entries in the same way and differentiates the sum term by term.

```lean
omit [Fintype l] [Fintype n] [DecidableEq n] in
/-- The product rule for matrix paths. -/
theorem HasPathDeriv.mul {A A' : ℝ → Matrix l m ℂ} {B B' : ℝ → Matrix m n ℂ}
    (hA : HasPathDeriv A A') (hB : HasPathDeriv B B') :
    HasPathDeriv (fun t => A t * B t) (fun t => A' t * B t + A t * B' t) := by
  intro t ht i j
  simp only [Matrix.mul_apply, Matrix.add_apply, ← Finset.sum_add_distrib]
  exact HasDerivWithinAt.fun_sum fun k _ => (hA t ht i k).fun_mul (hB t ht k j)
```

## (b) Parallel transport keeps the columns orthonormal

Suppose A(0)†A(0) = 1 and A†A′ = 0 on [0, 1]. Show that for every t in [0, 1]

A(t)†A(t) = 1.

**Solution.** By (a), applied to A† and A,

(A†A)′ = A′†A + A†A′ = (A†A′)† + A†A′ = 0.

Every entry of A†A therefore keeps its value at t = 0. In Lean the last step is the mean value inequality with derivative bound `C := 0`, which forces the change of each entry to vanish.

```lean
omit [Fintype n] in
/-- A frame that is orthonormal at `t = 0` and obeys `A†A' = 0` is orthonormal on all
of `[0, 1]`. -/
theorem orthonormal_of_parallel {A A' : ℝ → Matrix m n ℂ} (hA : HasPathDeriv A A')
    (h0 : (A 0)ᴴ * A 0 = 1) (hpar : ∀ t ∈ Set.Icc (0 : ℝ) 1, (A t)ᴴ * A' t = 0) :
    ∀ t ∈ Set.Icc (0 : ℝ) 1, (A t)ᴴ * A t = 1 := by
  intro t ht
  have hstar : HasPathDeriv (fun s => (A s)ᴴ) (fun s => (A' s)ᴴ) :=
    fun s hs i j => (hA s hs j i).star
  have hd := hstar.mul hA
  refine Eq.trans ?_ h0
  ext i j
  -- the overlap matrix has zero derivative
  have hb := Convex.norm_image_sub_le_of_norm_hasDerivWithin_le (C := 0)
    (fun s hs => hd s hs i j)
    (fun s hs => by
      have hz : (A' s)ᴴ * A s = 0 := by
        simpa using congrArg Matrix.conjTranspose (hpar s hs)
      simp [hz, hpar s hs])
    (convex_Icc (0 : ℝ) 1) (Set.left_mem_Icc.mpr zero_le_one) ht
  rw [zero_mul] at hb
  exact sub_eq_zero.mp (norm_le_zero_iff.mp hb)
```

## (c) A logarithm from finitely many eigenphases

Let W be a unitary element of a C*-algebra, with finite spectrum. Find a self-adjoint L with

exp(iL) = W.

**Solution.** Write W = Σₖ zₖPₖ, where the zₖ are the distinct spectral values and the Pₖ are mutually orthogonal self-adjoint projections with sum 1. Unitarity gives |zₖ| = 1, so zₖ = exp(iθₖ) with θₖ = arg zₖ real. Put L = Σₖ θₖPₖ. Then L is self-adjoint, and since (iL)ʳ = Σₖ (iθₖ)ʳPₖ for every power r,

exp(iL) = Σₖ exp(iθₖ)Pₖ = W.

Lean writes L as the function arg applied to W through the continuous functional calculus, `cfc`. The argument jumps across the negative real axis, but on a finite set every function is continuous, so an eigenvalue −1 causes no trouble.

```lean
/-- In a C*-algebra a unitary `W` with finite spectrum is `exp(iL)` for a self-adjoint `L`. -/
theorem exists_selfAdjoint_log {R : Type*} [CStarAlgebra R] (W : R) (h1 : star W * W = 1)
    (h2 : W * star W = 1) (hfin : (spectrum ℂ W).Finite) :
    ∃ L : R, IsSelfAdjoint L ∧ NormedSpace.exp (I • L) = W := by
  have : IsStarNormal W := ⟨h1.trans h2.symm⟩
  have hu : W ∈ unitary R := ⟨h1, h2⟩
  have hc : ∀ f : ℂ → ℂ, ContinuousOn f (spectrum ℂ W) := fun f => by
    have := hfin.to_subtype
    rw [continuousOn_iff_continuous_domRestrict]
    exact continuous_of_discreteTopology
  -- `L` is the argument function applied to `W`
  refine ⟨cfc (fun z : ℂ => (Complex.arg z : ℂ)) W, ?_, ?_⟩
  · rw [IsSelfAdjoint, ← cfc_star]
    simp only [Complex.star_def, Complex.conj_ofReal]
  · rw [← cfc_const_mul I (fun z : ℂ => (Complex.arg z : ℂ)) W (hc _),
      ← CFC.complex_exp_eq_normedSpace_exp (cfc_predicate _ _),
      ← cfc_comp' Complex.exp (fun z : ℂ => I * (Complex.arg z : ℂ)) W
        Complex.continuous_exp.continuousOn (hc _)]
    refine (cfc_congr fun z hz => ?_).trans (cfc_id' ℂ W)
    have hn : ‖z‖ = 1 := by
      have h := spectrum.subset_circle_of_unitary hu hz
      exact mem_sphere_zero_iff_norm.mp h
    have h := Complex.norm_mul_exp_arg_mul_I z
    rw [hn, Complex.ofReal_one, one_mul, mul_comm] at h
    exact h
```

## (d) Every unitary matrix has a Hermitian logarithm

Let W be an n × n matrix with W†W = 1. Show that some Hermitian matrix L satisfies

exp(iL) = W.

**Solution.** For a square matrix W†W = 1 implies WW† = 1. The spectrum consists of roots of the characteristic polynomial, so it is finite, and (c) applies. The Lean proof follows this route, with the operator norm making the matrices a C*-algebra.

For n ≥ 1 the matrix L is not unique: adding 2π to one eigenvalue leaves exp(iL) unchanged.

```lean
/-- Every unitary matrix is `exp(iL)` for some Hermitian `L`. -/
theorem exists_hermitian_log (W : Matrix n n ℂ) (hW : Wᴴ * W = 1) :
    ∃ L : Matrix n n ℂ, L.IsHermitian ∧ NormedSpace.exp (I • L) = W := by
  -- the spectrum consists of roots of the characteristic polynomial
  have hfin : (spectrum ℂ W).Finite := by
    refine W.charpoly.roots.toFinset.finite_toSet.subset fun z hz => ?_
    rw [spectrum.mem_iff, Matrix.isUnit_iff_isUnit_det, isUnit_iff_ne_zero, not_not] at hz
    have hr : W.charpoly.eval z = 0 := by
      rw [Matrix.eval_charpoly]
      exact hz
    exact Finset.mem_coe.mpr (Multiset.mem_toFinset.mpr
      ((Polynomial.mem_roots W.charpoly_monic.ne_zero).mpr hr))
  open scoped Matrix.Norms.L2Operator in
    obtain ⟨L, hL, hexp⟩ := exists_selfAdjoint_log W hW (mul_eq_one_comm.mp hW) hfin
    exact ⟨L, hL, hexp⟩
```

## (e) The derivative of the gauge factor

For any square matrix L, show that

U′(t) = U(t)(−iL).

**Solution.** With X = −iL, differentiate the exponential series term by term:

d/dt Σᵣ tʳXʳ/r! = Σᵣ₌₁ tʳ⁻¹Xʳ/(r−1)! = exp(tX)X,

where the first sum starts at r = 0. Lean takes this derivative in a matrix norm and then reads off one entry, which is a continuous linear map.

```lean
/-- The gauge factor satisfies `d/dt exp(-itL) = exp(-itL)(-iL)`. -/
theorem hasPathDeriv_phase (L : Matrix n n ℂ) :
    HasPathDeriv (phase L) (fun t => phase L t * (-(I • L))) := by
  intro t _ i j
  letI : NormedRing (Matrix n n ℂ) := Matrix.linftyOpNormedRing
  letI : NormedAlgebra ℝ (Matrix n n ℂ) := Matrix.linftyOpNormedAlgebra
  have h := hasDerivAt_exp_smul_const (𝕂 := ℝ) (-(I • L)) t
  let φ : Matrix n n ℂ →ₗ[ℝ] ℂ :=
    { toFun := fun M => M i j, map_add' := fun _ _ => rfl, map_smul' := fun _ _ => rfl }
  exact (φ.toContinuousLinearMap.hasFDerivAt.comp_hasDerivAt t h).hasDerivWithinAt
```

## (f) The gauge factor is unitary

Let L be Hermitian. Show that for every real t

U(t)†U(t) = 1.

**Solution.** Since (−itL)† = itL, we have U(t)† = exp(itL), which is the inverse of exp(−itL). The Lean fact `hX` records the sign change under †.

```lean
/-- For Hermitian `L` the gauge factor `exp(-itL)` is unitary. -/
theorem phase_unitary {L : Matrix n n ℂ} (hL : L.IsHermitian) (t : ℝ) :
    (phase L t)ᴴ * phase L t = 1 := by
  have hX : (t • (-(I • L)))ᴴ = -(t • (-(I • L))) := by
    simp [Matrix.conjTranspose_smul, hL.eq]
  rw [phase, ← Matrix.exp_conjTranspose, hX, Matrix.exp_neg]
  exact Matrix.nonsing_inv_mul _ ((Matrix.isUnit_iff_isUnit_det _).mp (Matrix.isUnit_exp _))
```

## (g) When the new frame closes

Let A(0)†A(0) = 1 and A(1) = A(0)W. Show that

B(1) = B(0) if and only if exp(iL) = W.

**Solution.** From U(0) = 1 and U(1) = exp(−iL),

B(0) = A(0), B(1) = A(0)W exp(−iL).

If these agree, multiplying from the left by A(0)† gives W exp(−iL) = 1, and multiplying from the right by exp(iL) gives W = exp(iL). Conversely, if exp(iL) = W, then W exp(−iL) = 1 and B(1) = A(0) = B(0). Neither direction needs L to be Hermitian or A to be differentiable.

```lean
/-- For an orthonormal initial frame with `A(1) = A(0)W`, the twisted frame closes exactly when
`exp(iL) = W`. -/
theorem twist_closes_iff {A : ℝ → Matrix m n ℂ} {W : Matrix n n ℂ} (L : Matrix n n ℂ)
    (h0 : (A 0)ᴴ * A 0 = 1) (h1 : A 1 = A 0 * W) :
    twist A L 1 = twist A L 0 ↔ NormedSpace.exp (I • L) = W := by
  have t0 : twist A L 0 = A 0 := by simp [twist, phase]
  have t1 : twist A L 1 = A 0 * (W * NormedSpace.exp (-(I • L))) := by
    rw [twist, phase, one_smul, h1, Matrix.mul_assoc]
  have hE : NormedSpace.exp (I • L) * NormedSpace.exp (-(I • L)) = 1 := by
    rw [Matrix.exp_neg]
    exact Matrix.mul_nonsing_inv _ ((Matrix.isUnit_iff_isUnit_det _).mp (Matrix.isUnit_exp _))
  rw [t0, t1]
  constructor
  · intro h
    have h2 : W * NormedSpace.exp (-(I • L)) = 1 := by
      rw [← one_mul (W * _), ← h0, Matrix.mul_assoc, h]
    calc NormedSpace.exp (I • L)
        = (W * NormedSpace.exp (-(I • L))) * NormedSpace.exp (I • L) := by rw [h2, one_mul]
      _ = W := by rw [mul_assoc, mul_eq_one_comm.mp hE, mul_one]
  · intro h
    rw [← h, hE, Matrix.mul_one]
```

## (h) A closed frame with constant connection

Let A be differentiable on [0, 1] with A(0)†A(0) = 1, A†A′ = 0 and A(1) = A(0)W. Show that a Hermitian L exists with exp(iL) = W, such that B is orthonormal on [0, 1], B(1) = B(0), and

B†B′ = −iL.

**Solution.** By (b) the frame is orthonormal at t = 1 too, so

1 = A(1)†A(1) = W†A(0)†A(0)W = W†W.

Thus W is unitary, and (d) supplies L. By (b) and (f), B†B = U†A†AU = U†U = 1. By (g), B closes. Finally (a) and (e) give B′ = A′U + AU(−iL), hence

B†B′ = U†(A†A′)U + B†B(−iL) = 0 − iL.

In Lean, `hz` is the vanishing first term and `hc` the constant second one. The derivative of B appears as `∃ B'`, filled in by the product rule.

The hypotheses carry the physics: `hpar` is the parallel-transport condition, and `h1` says that the band space returns to itself. The existence of such a path is assumed, not derived from a gapped Hamiltonian. The conclusion matches the values of B at the two ends. Since B†B′ is also the same there, the components of B′ inside the band space match too, but those outside it may differ. With the Berry connection defined as iB†B′, its constant value is L.

```lean
/-- A parallel frame with `A(1) = A(0)W` admits a Hermitian `L` with `exp(iL) = W` such that
`B(t) = A(t) exp(-itL)` is orthonormal, closed, and has the constant connection `B†B' = -iL`. -/
theorem close_parallel_frame {A A' : ℝ → Matrix m n ℂ} {W : Matrix n n ℂ}
    (hA : HasPathDeriv A A') (h0 : (A 0)ᴴ * A 0 = 1)
    (hpar : ∀ t ∈ Set.Icc (0 : ℝ) 1, (A t)ᴴ * A' t = 0) (h1 : A 1 = A 0 * W) :
    ∃ L : Matrix n n ℂ, L.IsHermitian ∧ NormedSpace.exp (I • L) = W ∧
      (∀ t ∈ Set.Icc (0 : ℝ) 1, (twist A L t)ᴴ * twist A L t = 1) ∧
      twist A L 1 = twist A L 0 ∧
      ∃ B' : ℝ → Matrix m n ℂ, HasPathDeriv (twist A L) B' ∧
        ∀ t ∈ Set.Icc (0 : ℝ) 1, (twist A L t)ᴴ * B' t = -(I • L) := by
  have horth := orthonormal_of_parallel hA h0 hpar
  -- orthonormality at both ends makes the holonomy unitary
  have hW : Wᴴ * W = 1 := by
    have h := horth 1 (Set.right_mem_Icc.mpr zero_le_one)
    rwa [h1, Matrix.conjTranspose_mul, Matrix.mul_assoc, ← Matrix.mul_assoc (A 0)ᴴ, h0,
      Matrix.one_mul] at h
  obtain ⟨L, hL, hexp⟩ := exists_hermitian_log W hW
  have hB : ∀ t ∈ Set.Icc (0 : ℝ) 1, (twist A L t)ᴴ * twist A L t = 1 := by
    intro t ht
    rw [twist, Matrix.conjTranspose_mul, Matrix.mul_assoc, ← Matrix.mul_assoc (A t)ᴴ,
      horth t ht, Matrix.one_mul, phase_unitary hL]
  refine ⟨L, hL, hexp, hB, (twist_closes_iff L h0 h1).mpr hexp, _,
    hA.mul (hasPathDeriv_phase L), ?_⟩
  intro t ht
  -- the first term vanishes by parallelism, the second is the constant connection
  have hz : (twist A L t)ᴴ * (A' t * phase L t) = 0 := by
    rw [twist, Matrix.conjTranspose_mul, Matrix.mul_assoc, ← Matrix.mul_assoc (A t)ᴴ,
      hpar t ht, Matrix.zero_mul, Matrix.mul_zero]
  have hc : (twist A L t)ᴴ * (A t * (phase L t * (-(I • L)))) = -(I • L) := by
    rw [← Matrix.mul_assoc (A t)]
    change (twist A L t)ᴴ * (twist A L t * (-(I • L))) = -(I • L)
    rw [← Matrix.mul_assoc, hB t ht, Matrix.one_mul]
  rw [Matrix.mul_add, hz, hc, zero_add]
```

## (i) A half-turn in three dimensions

Take two bands with columns

a(t) = (cos πt, sin πt, 0), b(t) = (0, 0, 1).

Show that this frame satisfies the hypotheses of (h) with

W = diag(−1, 1).

**Solution.** The columns are orthonormal at t = 0. The velocities are a′ = π(−sin πt, cos πt, 0) and b′ = 0, so

a†a′ = π(−cos πt sin πt + sin πt cos πt) = 0, b†a′ = 0,

and both products with b′ vanish. At the end a(1) = −a(0) and b(1) = b(0), which gives W. One suitable L is diag(π, 0): it multiplies the first column by exp(−iπt), which cancels the sign at t = 1. Lean checks the hypotheses entry by entry.

```lean
/-- A two-band frame in three dimensions: one column turns in a plane by half a revolution per unit
of `t`, the other stays fixed. -/
def halfTurn (t : ℝ) : Matrix (Fin 3) (Fin 2) ℂ :=
  !![((Real.cos (Real.pi * t) : ℝ) : ℂ), 0; ((Real.sin (Real.pi * t) : ℝ) : ℂ), 0; 0, 1]

/-- The velocity of the half-turn frame. -/
def halfTurnVel (t : ℝ) : Matrix (Fin 3) (Fin 2) ℂ :=
  !![((-Real.pi * Real.sin (Real.pi * t) : ℝ) : ℂ), 0;
     ((Real.pi * Real.cos (Real.pi * t) : ℝ) : ℂ), 0; 0, 0]

/-- The half-turn frame is differentiable, orthonormal at the start and parallel, and its
holonomy is `diag(-1, 1)`. -/
theorem close_parallel_frame_witness :
    HasPathDeriv halfTurn halfTurnVel ∧ (halfTurn 0)ᴴ * halfTurn 0 = 1 ∧
      (∀ t ∈ Set.Icc (0 : ℝ) 1, (halfTurn t)ᴴ * halfTurnVel t = 0) ∧
      halfTurn 1 = halfTurn 0 * (!![-1, 0; 0, 1] : Matrix (Fin 2) (Fin 2) ℂ) := by
  refine ⟨?_, ?_, ?_, ?_⟩
  · intro t _ i j
    have hlin := (hasDerivAt_id' t).const_mul Real.pi
    have hc := (hlin.cos.congr_deriv
      (show _ = -Real.pi * Real.sin (Real.pi * t) by ring)).ofReal_comp
    have hs := (hlin.sin.congr_deriv
      (show _ = Real.pi * Real.cos (Real.pi * t) by ring)).ofReal_comp
    fin_cases i <;> fin_cases j
    · exact hc.hasDerivWithinAt
    · exact hasDerivWithinAt_const t _ (0 : ℂ)
    · exact hs.hasDerivWithinAt
    · exact hasDerivWithinAt_const t _ (0 : ℂ)
    · exact hasDerivWithinAt_const t _ (0 : ℂ)
    · exact hasDerivWithinAt_const t _ (1 : ℂ)
  · ext i j
    fin_cases i <;> fin_cases j <;>
      simp [halfTurn, Matrix.mul_apply, Fin.sum_univ_succ]
  · intro t _
    ext i j
    fin_cases i <;> fin_cases j <;>
      simp [halfTurn, halfTurnVel, Matrix.mul_apply, Fin.sum_univ_succ,
        -Complex.ofReal_cos, -Complex.ofReal_sin] <;> ring
  · ext i j
    fin_cases i <;> fin_cases j <;>
      simp [halfTurn, Matrix.mul_apply, Fin.sum_univ_succ]

end

end ParallelFrameClosing
```

```lean
#print axioms ParallelFrameClosing.close_parallel_frame
```

```
'ParallelFrameClosing.close_parallel_frame' depends on axioms: [propext, Classical.choice, Quot.sound]
```

## Closing the frame on a grid

In a calculation the loop is a list of points tⱼ = j/N, with j = 0, …, N. Parallel transport is imposed link by link: the singular value decomposition Aⱼ†Aⱼ₊₁ = VΣY† gives the rotation YV†, and replacing Aⱼ₊₁ by Aⱼ₊₁YV† makes the overlap VΣV†, which is Hermitian and positive semidefinite. If the last point spans the same space as the first, then W = A₀†A_N. A complex Schur decomposition of the unitary matrix W provides orthonormal eigenvectors even for degenerate eigenvalues; L has the same eigenvectors, with the phases of the eigenvalues of W as its own eigenvalues, and Aⱼ is multiplied from the right by exp(−itⱼL).

Near the eigenvalue −1, rounding can switch a phase between π and −π. Either choice closes the frame, but the connection differs. For a string of k-points across a Brillouin zone, the cell-periodic states at the two ends also differ by a factor exp(−iG·r), with G the reciprocal lattice vector spanned by the string. That factor must be included when the end frames are compared; the hypothesis A(1) = A(0)W describes a loop without it.
